# Triplet and phase-locked singlet ground states of a normalised 2×2 excitonic order matrix

Let $D$ be a complex $2\times2$ matrix with $\operatorname{tr}(D^\dagger D)=1$, where $D^\dagger$ is the conjugate transpose, and assign it the energy

$$E(D)=J\,|\operatorname{tr}D|^2-g\,(\operatorname{Re}\operatorname{tr}D)^2$$

with a constant $J>0$ and a real constant $g$. If $g<J$, the minimum of $E$ is $0$ and it is reached exactly at the traceless (triplet) matrices. If $g>J$, the minimum is $2(J-g)$ and it is reached exactly at $D=I/\sqrt2$ and $D=-I/\sqrt2$, with $I$ the unit matrix. At $g=J$ the energy is nonnegative and vanishes exactly when $\operatorname{tr}D$ is real.

In a mean-field description of an excitonic insulator the spin structure and the phase of the electron–hole order are selected by terms of this kind, and for this two-parameter energy of a single, spatially uniform order matrix of fixed amplitude the result gives the selected states completely.

```lean
import Mathlib

open Matrix

namespace ExcitonicOrder

noncomputable section
```

## The order matrix and its amplitude

An excitonic condensate is a coherence between a conduction band and a valence band. With $c_\sigma$ and $v_{\sigma'}$ the annihilation operators of an electron in the two bands, the order parameter has entries $D_{\sigma\sigma'}\propto\langle c^\dagger_\sigma v_{\sigma'}\rangle$. Each spin label takes the values $0$ (up) and $1$ (down), so the entries are $D_{00},D_{01},D_{10},D_{11}$, and $D_{\sigma\sigma'}$ is `D σ σ'` in Lean. Both labels refer to electron spin along one common axis. This convention makes the spin singlet the multiple of the unit matrix. No hermiticity is imposed: because the two bands are different, all four entries are independent complex numbers.

```lean
/-- Complex 2×2 excitonic order matrices in spin space. -/
abbrev Order := Matrix (Fin 2) (Fin 2) ℂ
```

The squared amplitude of the condensate is

$$N(D)=\operatorname{Re}\operatorname{tr}(D^\dagger D).$$

In Lean `Dᴴ` is $D^\dagger$, and `trace` returns a complex number, whose real part `weight` takes in order to have a real quantity that can enter inequalities.

```lean
/-- The weight `Re tr(D* D)` of an order matrix. -/
def weight (D : Order) : ℝ := (trace (Dᴴ * D)).re
```

The condition $\operatorname{tr}(D^\dagger D)=1$ stands for a condensation energy that is assumed to depend on $D$ only through $N(D)$ and to be much larger than $J$ and $|g|$. That energy fixes the overall amplitude, scaled here to one, and leaves the two smaller terms to choose the direction of $D$. The set of allowed matrices is written with the complex equation itself; its equivalence to $N(D)=1$ is proved below.

```lean
/-- The normalised order matrices, `tr(D* D) = 1`. -/
def unitOrders : Set Order := {D | trace (Dᴴ * D) = 1}
```

## Exchange cost and phase pinning

Both terms of the energy depend on $D$ only through its trace, the singlet (charge-channel) amplitude. The constant $J>0$ stands for the electron–hole exchange interaction, which raises the singlet relative to the triplets and does not depend on the phase of the trace. The constant $g$, when positive, stands for a coupling that favours a real singlet amplitude over an imaginary one, for example a lattice distortion that hybridises the two bands: a displacement $u$ with elastic energy $\tfrac12ku^2$, stiffness $k>0$ and coupling $-\lambda u\operatorname{Re}\operatorname{tr}D$ of real strength $\lambda$ has the minimum energy $-\frac{\lambda^2}{2k}(\operatorname{Re}\operatorname{tr}D)^2$, so that $g=\lambda^2/2k\ge0$. This example only motivates the form of $E$, which in Lean is a definition and is not derived from a microscopic Hamiltonian. The definition accepts any real `J` and `g` and any matrix, normalised or not; `‖trace D‖` is the modulus $|\operatorname{tr}D|$.

```lean
/-- The energy `E = J |tr D|² - g (Re tr D)²`. -/
def energy (J g : ℝ) (D : Order) : ℝ := J * ‖trace D‖ ^ 2 - g * (trace D).re ^ 2
```

Write $t=\operatorname{tr}D$. The matrix splits as

$$D=\frac t2\,I+T,\qquad T=D-\frac t2\,I,$$

and since $\operatorname{tr}I=2$, the remainder has $\operatorname{tr}T=t-t=0$. The matrix $T$ is the triplet part.

```lean
/-- The triplet (traceless) part `D - (tr D / 2) I`. -/
def tripletPart (D : Order) : Order := D - (trace D / 2) • (1 : Order)
```

Two normalised reference states are needed. The singlet is $I/\sqrt2$, and `(√2)⁻¹` is the real number $1/\sqrt2$ acting on the complex matrix as a scalar.

```lean
/-- The singlet order matrix `I / √2`. -/
def singlet : Order := (√2)⁻¹ • (1 : Order)
```

One triplet is $\sigma_z/\sqrt2$, with $\sigma_z=\operatorname{diag}(1,-1)$ the Pauli matrix along the quantisation axis.

```lean
/-- The triplet order matrix `σ_z / √2`. -/
def tripletZ : Order := (√2)⁻¹ • (!![1, 0; 0, -1] : Order)
```

## The energy as a quadratic form in the trace

Let $a=\operatorname{Re}t$ and $b=\operatorname{Im}t$. Then $|t|^2=a^2+b^2$ and

$$E=J(a^2+b^2)-g\,a^2=(J-g)\,a^2+J\,b^2 .$$

The sign of $J-g$ decides whether a real singlet amplitude costs or gains energy, while an imaginary one always costs energy for $J>0$. In the proof `Complex.sq_norm` and `Complex.normSq_apply` expand the squared modulus into $a^2+b^2$, and `ring` collects the terms.

```lean
/-- The energy in terms of the real and imaginary parts of the trace. -/
theorem energy_eq (J g : ℝ) (D : Order) :
    energy J g D = (J - g) * (trace D).re ^ 2 + J * (trace D).im ^ 2 := by
  unfold energy
  rw [Complex.sq_norm, Complex.normSq_apply]
  ring
```

## The weight is a sum of squared moduli

Writing out the product and the trace gives

$$\operatorname{tr}(D^\dagger D)=\sum_{\sigma,\sigma'}\overline{D_{\sigma\sigma'}}\,D_{\sigma\sigma'}=|D_{00}|^2+|D_{10}|^2+|D_{01}|^2+|D_{11}|^2 .$$

Three consequences follow. The weight is nonnegative. If it vanishes, each of the four nonnegative terms vanishes, so $D=0$. And the trace is real, so $\operatorname{tr}(D^\dagger D)=1$ holds exactly when $N(D)=1$.

In `weight_props`, `hw` is the displayed sum, with `Complex.normSq` the squared modulus, and `him` says that the imaginary part of the trace is zero. The bounds `h1` to `h4` give the sign of each term, and from them `linarith` obtains both $N\ge0$ and the vanishing of each entry (`e1` to `e4`) when $N=0$. For the equivalence, `Complex.ext h him` assembles the complex equation from its real and imaginary parts.

```lean
/-- The weight is nonnegative and vanishes only for the zero matrix, and a matrix is
normalised exactly when its weight is one. -/
theorem weight_props (D : Order) :
    0 ≤ weight D ∧ (weight D = 0 → D = 0) ∧ (D ∈ unitOrders ↔ weight D = 1) := by
  have hw : weight D = Complex.normSq (D 0 0) + Complex.normSq (D 1 0)
      + Complex.normSq (D 0 1) + Complex.normSq (D 1 1) := by
    simp [weight, trace_fin_two, Matrix.mul_apply, Fin.sum_univ_two, Complex.normSq_apply]
    ring
  have him : (trace (Dᴴ * D)).im = 0 := by
    simp [trace_fin_two, Matrix.mul_apply, Fin.sum_univ_two]
    ring
  have h1 := Complex.normSq_nonneg (D 0 0)
  have h2 := Complex.normSq_nonneg (D 1 0)
  have h3 := Complex.normSq_nonneg (D 0 1)
  have h4 := Complex.normSq_nonneg (D 1 1)
  refine ⟨by linarith, fun h => ?_, ?_⟩
  · have e1 : D 0 0 = 0 := Complex.normSq_eq_zero.mp (by linarith)
    have e2 : D 1 0 = 0 := Complex.normSq_eq_zero.mp (by linarith)
    have e3 : D 0 1 = 0 := Complex.normSq_eq_zero.mp (by linarith)
    have e4 : D 1 1 = 0 := Complex.normSq_eq_zero.mp (by linarith)
    ext i j
    fin_cases i <;> fin_cases j <;> simp [e1, e2, e3, e4]
  · constructor
    · intro h
      have h' : trace (Dᴴ * D) = 1 := h
      unfold weight
      rw [h', Complex.one_re]
    · intro h
      exact Complex.ext h him
```

## Singlet and triplet weights add

Insert $D=\frac t2I+T$ into the trace:

$$\operatorname{tr}(D^\dagger D)=\frac{|t|^2}{4}\operatorname{tr}I+\frac{\bar t}{2}\operatorname{tr}T+\frac t2\operatorname{tr}T^\dagger+\operatorname{tr}(T^\dagger T).$$

The two cross terms vanish because $\operatorname{tr}T=0$ and $\operatorname{tr}T^\dagger=\overline{\operatorname{tr}T}=0$. What remains is

$$N(D)=\frac{a^2+b^2}{2}+N(T).$$

Since $N(T)\ge0$, a normalised matrix has $|t|^2\le2$, which limits how much energy the $g$ term can gain. The Lean proof reaches the same identity without passing through $\operatorname{tr}T=0$: `simp` expands both sides into the real and imaginary parts of the four entries, and `ring` confirms the resulting polynomial identity in eight real variables.

```lean
/-- Singlet–triplet split of the weight: `|tr D|² / 2` plus the weight of the triplet part. -/
theorem weight_split (D : Order) :
    weight D = ((trace D).re ^ 2 + (trace D).im ^ 2) / 2 + weight (tripletPart D) := by
  simp [weight, tripletPart, trace_fin_two, Matrix.mul_apply, Fin.sum_univ_two,
    Matrix.one_apply]
  ring
```

## Norms and energies of the reference states

Put $s=1/\sqrt2$, so that $s^2=\tfrac12$. Each of $sI$, $-sI$ and $s\sigma_z$ has two diagonal entries of modulus $s$ and weight $2s^2=1$. The trace of $s\sigma_z$ is $s-s=0$. The trace of $\pm sI$ is $\pm2s=\pm\sqrt2$, which is real, so

$$E(\pm sI)=(J-g)(2s)^2=2(J-g).$$

The statement `reference_states` collects these six facts for arbitrary real `J` and `g`. Its proof establishes $s\cdot s=\tfrac12$ as `hs` and then uses `generalize` to replace $1/\sqrt2$ by a variable `c` about which nothing else is known. The real and imaginary parts of the singlet trace are `hr` and `hi`. The two energy claims close with `linear_combination 4 * (J - g) * hs`, which is the identity $(J-g)(2s)^2-2(J-g)=4(J-g)(s^2-\tfrac12)$.

```lean
/-- The matrices `±I/√2` and `σ_z/√2` are normalised; `σ_z/√2` is traceless and
`±I/√2` have energy `2(J - g)`. -/
theorem reference_states (J g : ℝ) :
    singlet ∈ unitOrders ∧ -singlet ∈ unitOrders ∧ tripletZ ∈ unitOrders ∧
      trace tripletZ = 0 ∧ energy J g singlet = 2 * (J - g) ∧
      energy J g (-singlet) = 2 * (J - g) := by
  have hs : (√2)⁻¹ * (√2)⁻¹ = 1 / 2 := by
    rw [← mul_inv, Real.mul_self_sqrt (by norm_num), one_div]
  simp only [(weight_props _).2.2, energy_eq, singlet, tripletZ]
  generalize (√2)⁻¹ = c at hs ⊢
  have hr : (trace (c • (1 : Order))).re = 2 * c := by
    simp
    ring
  have hi : (trace (c • (1 : Order))).im = 0 := by simp
  refine ⟨?_, ?_, ?_, ?_, ?_, ?_⟩
  · simp [weight]
    nlinarith
  · simp [weight]
    nlinarith
  · simp [weight, trace_fin_two, Matrix.mul_apply, Fin.sum_univ_two]
    nlinarith
  · rw [trace_fin_two]
    simp
  · rw [hr, hi]
    linear_combination 4 * (J - g) * hs
  · rw [trace_neg, Complex.neg_re, Complex.neg_im, hr, hi]
    linear_combination 4 * (J - g) * hs
```

## Weak pinning, $g<J$: the trace vanishes

For $J>0$ and $g<J$ both coefficients in $E=(J-g)a^2+Jb^2$ are positive, so $E\ge0$. If $E=0$, the two nonnegative terms vanish separately, and dividing by the positive coefficients gives $a=0$ and $b=0$, that is $t=0$. Conversely $t=0$ gives $E=0$. The normalisation is not used, so `triplet_side` is stated for every `D : Order`. Nor is a sign of $g$ used: negative values satisfy $g<J$ and are included.

The two terms are `ha` and `hb`, each nonnegative by `positivity`. Under $E=0$, `linarith` shows each product to be zero, `mul_eq_zero` with `resolve_left` discards the nonzero coefficient, and `h1` and `h2` are $a^2=0$ and $b^2=0$.

```lean
/-- For `J > 0` and `g < J` the energy is nonnegative and vanishes exactly at traceless `D`. -/
theorem triplet_side {J g : ℝ} (hJ : 0 < J) (hg : g < J) (D : Order) :
    0 ≤ energy J g D ∧ (energy J g D = 0 ↔ trace D = 0) := by
  rw [energy_eq]
  have hd : 0 < J - g := sub_pos.mpr hg
  have ha : 0 ≤ (J - g) * (trace D).re ^ 2 := by positivity
  have hb : 0 ≤ J * (trace D).im ^ 2 := by positivity
  refine ⟨by linarith, fun h => ?_, fun h => by simp [h]⟩
  have h1 : (trace D).re ^ 2 = 0 :=
    (mul_eq_zero.mp (by linarith : (J - g) * (trace D).re ^ 2 = 0)).resolve_left hd.ne'
  have h2 : (trace D).im ^ 2 = 0 :=
    (mul_eq_zero.mp (by linarith : J * (trace D).im ^ 2 = 0)).resolve_left hJ.ne'
  exact Complex.ext (pow_eq_zero_iff two_ne_zero |>.mp h1) (pow_eq_zero_iff two_ne_zero |>.mp h2)
```

## Strong pinning, $g>J$: a real singlet of either sign

Let $0<J<g$ and $N(D)=1$. The weight identity gives $a^2=2-2N(T)-b^2$. Substituting,

$$E-2(J-g)=(J-g)\bigl(2-2N(T)-b^2\bigr)+Jb^2-2(J-g)=(g-J)\,2N(T)+g\,b^2 .$$

The excess over $2(J-g)$ is a cost for weight in the triplet channel plus a cost for a complex phase of the trace. Both $g-J$ and $g$ are positive, the second because $g>J>0$, so $E\ge2(J-g)$.

Suppose equality holds. Then $N(T)=0$ and $b=0$. The first gives $T=0$, so $D=\frac t2I$, and the second makes $t=a$ real, so $D=\frac a2I$. The weight identity reduces to $1=a^2/2$, hence $(a/2)^2=\tfrac12=s^2$ and $a/2=\pm s$. Therefore $D=\pm I/\sqrt2$. Conversely these two matrices have energy $2(J-g)$, as computed above.

In `singlet_side` the excess formula is `hex`. Its `linear_combination` adds $2(g-J)$ times the weight split `hsplit` and subtracts the same multiple of the normalisation `hw`, which is the substitution for $a^2$. The two costs are `ha` and `hb`. In the equality case `h1` and `him` are $2N(T)=0$ and $b=0$; `hDe` applies the second part of `weight_props` to `tripletPart D` to get $D=\frac t2I$; `ht` identifies the complex scalar $t/2$ with the real number $a/2$; and `hsq` is $(a/2)^2=s^2$. The lemma `sq_eq_sq_iff_eq_or_eq_neg` produces the two signs, which are the two branches `D = singlet` and `D = -singlet`. The converse is read off from `reference_states`.

```lean
/-- For `0 < J < g` a normalised `D` has energy at least `2(J - g)`, with equality exactly
at `D = I/√2` and `D = -I/√2`. -/
theorem singlet_side {J g : ℝ} (hJ : 0 < J) (hg : J < g) {D : Order} (hD : D ∈ unitOrders) :
    2 * (J - g) ≤ energy J g D ∧
      (energy J g D = 2 * (J - g) ↔ D = singlet ∨ D = -singlet) := by
  have hw := (weight_props D).2.2.mp hD
  have hsplit := weight_split D
  obtain ⟨hT, hT0, -⟩ := weight_props (tripletPart D)
  have hd : 0 < g - J := sub_pos.mpr hg
  have hg0 : 0 < g := hJ.trans hg
  -- excess energy = cost of triplet weight + cost of a complex phase of the trace
  have hex : energy J g D - 2 * (J - g)
      = (g - J) * (2 * weight (tripletPart D)) + g * (trace D).im ^ 2 := by
    rw [energy_eq]
    linear_combination (2 * (g - J)) * hsplit - (2 * (g - J)) * hw
  have ha : 0 ≤ (g - J) * (2 * weight (tripletPart D)) := by positivity
  have hb : 0 ≤ g * (trace D).im ^ 2 := by positivity
  refine ⟨by linarith, fun h => ?_, ?_⟩
  · have h1 : 2 * weight (tripletPart D) = 0 :=
      (mul_eq_zero.mp (by linarith : (g - J) * (2 * weight (tripletPart D)) = 0)).resolve_left
        hd.ne'
    have h2 : (trace D).im ^ 2 = 0 :=
      (mul_eq_zero.mp (by linarith : g * (trace D).im ^ 2 = 0)).resolve_left hg0.ne'
    have him : (trace D).im = 0 := (pow_eq_zero_iff two_ne_zero).mp h2
    -- the triplet part vanishes, so D is a real multiple of the identity
    have hDe : D = (trace D / 2) • (1 : Order) := sub_eq_zero.mp (hT0 (by linarith))
    have ht : trace D / 2 = (((trace D).re / 2 : ℝ) : ℂ) := by
      apply Complex.ext <;> simp [him]
    rw [ht, Complex.coe_smul] at hDe
    have hs : (√2)⁻¹ * (√2)⁻¹ = 1 / 2 := by
      rw [← mul_inv, Real.mul_self_sqrt (by norm_num), one_div]
    have hsq : ((trace D).re / 2) ^ 2 = (√2)⁻¹ ^ 2 := by
      linear_combination (1 / 2) * hw - (1 / 2) * hsplit - (1 / 4) * h1 - (1 / 4) * h2 - hs
    rcases sq_eq_sq_iff_eq_or_eq_neg.mp hsq with e | e
    · left
      rw [e] at hDe
      exact hDe
    · right
      rw [e, neg_smul] at hDe
      exact hDe
  · rintro (rfl | rfl)
    · exact (reference_states J g).2.2.2.2.1
    · exact (reference_states J g).2.2.2.2.2
```

## Minimum energy and minimisers on both sides

The main theorem has one hypothesis, `hJ : 0 < J`, and `g` is any real number. The set `energy J g '' unitOrders` is the set of values $E(D)$ taken on normalised matrices. `IsLeast S x` means that $x$ belongs to $S$ and is at most every element of $S$, so it says that $x$ is a minimum that some normalised matrix reaches.

Read in words, `ground_states` says two things. If $g<J$, then $0$ is the least energy, and a normalised $D$ has energy $0$ if and only if `trace D = 0`. If $J<g$, then $2(J-g)$ is the least energy, and a normalised $D$ has this energy if and only if it equals `singlet` or `-singlet`. Since each equivalence is about the value that has just been identified as the minimum, it lists all the ground states and nothing else.

The proof has three ingredients for each case. Attainment uses a reference state: `tripletZ`, normalised and traceless, has energy $0$ by `triplet_side`, and `singlet` has energy $2(J-g)$. The lower bound is the first half of `triplet_side` or `singlet_side`, applied to a matrix $D$ that realises an arbitrary element of the set of energies. The characterisation of minimisers is the second half of the same lemma.

```lean
/-- Ground states on `tr(D* D) = 1` for `J > 0`: for `g < J` the minimum energy is `0`,
attained exactly at traceless `D`; for `g > J` it is `2(J - g)`, attained exactly at `±I/√2`. -/
theorem ground_states {J : ℝ} (hJ : 0 < J) (g : ℝ) :
    (g < J → IsLeast (energy J g '' unitOrders) 0 ∧
      ∀ D ∈ unitOrders, (energy J g D = 0 ↔ trace D = 0)) ∧
    (J < g → IsLeast (energy J g '' unitOrders) (2 * (J - g)) ∧
      ∀ D ∈ unitOrders, (energy J g D = 2 * (J - g) ↔ D = singlet ∨ D = -singlet)) := by
  obtain ⟨hs, -, hz, hz0, hE, -⟩ := reference_states J g
  refine ⟨fun hg => ⟨⟨⟨tripletZ, hz, (triplet_side hJ hg _).2.mpr hz0⟩, ?_⟩,
      fun D _ => (triplet_side hJ hg D).2⟩,
    fun hg => ⟨⟨⟨singlet, hs, hE⟩, ?_⟩, fun D hD => (singlet_side hJ hg hD).2⟩⟩
  · rintro _ ⟨D, -, rfl⟩
    exact (triplet_side hJ hg D).1
  · rintro _ ⟨D, hD, rfl⟩
    exact (singlet_side hJ hg hD).1
```

The two ground-state sets differ in kind. The condition $\operatorname{tr}D=0$ survives multiplication of $D$ by any phase and any rotation of the spin axes, so for $g<J$ the minimisers form a continuous family, and $E$ does not distinguish among them. For $g>J$ only two matrices remain, related by a sign, and the phase of the condensate is locked.

The scope is set by the definitions. There is one order matrix for one pair of spin-½ bands, with no dependence on momentum or position, no further valley or orbital labels, and no spin–orbit terms. The amplitude is fixed, so the onset of condensation is not described. The energy is a classical function of $D$ without quantum or thermal fluctuations, and it omits higher-order terms, such as quartic invariants other than $N(D)^2$, that could split the triplet family. The case $J\le0$ is not treated.

## The degenerate point $g=J$

At $g=J$ the coefficient of $a^2$ vanishes and

$$E=J\,b^2\ge0,$$

with $E=0$ exactly when $b=\operatorname{Im}\operatorname{tr}D=0$. A real singlet amplitude then costs nothing, so traceless matrices, $\pm I/\sqrt2$, and every mixture of the two with real trace share the energy $0$, the value to which both $0$ and $2(J-g)$ reduce there. The statement `transition_point` holds for every matrix, normalised or not, and gives the bound and the condition for equality without an `IsLeast` clause. Its proof rewrites the energy with `energy_eq`, removes the term with coefficient $J-J$, and uses $J>0$ for the sign and $J\neq0$ for the equivalence.

```lean
/-- At `g = J > 0` the energy is nonnegative and vanishes exactly when `tr D` is real. -/
theorem transition_point {J : ℝ} (hJ : 0 < J) (D : Order) :
    0 ≤ energy J J D ∧ (energy J J D = 0 ↔ (trace D).im = 0) := by
  rw [energy_eq, sub_self, zero_mul, zero_add]
  exact ⟨by positivity, by simp [hJ.ne']⟩

end

end ExcitonicOrder
```

```lean
#print axioms ExcitonicOrder.ground_states
#print axioms ExcitonicOrder.transition_point
```

```
'ExcitonicOrder.ground_states' depends on axioms: [propext, Classical.choice, Quot.sound]
'ExcitonicOrder.transition_point' depends on axioms: [propext, Classical.choice, Quot.sound]
```
